# Integration by parts for two Gaussian-coupled coordinates, and the Obara–Saika recurrence at fixed coupling

**Q:** Two electrons in Gaussian orbitals repel through \(1/r_{12}\), which is not a Gaussian. Yet your theorem has only Gaussians, on a line. Where is the repulsion?

**A:** It enters through
\[
\frac1{r_{12}}=\frac{2}{\sqrt\pi}\int_0^\infty e^{-u^2r_{12}^2}\,du .
\]
At fixed \(u\) the integrand factorises over the Cartesian directions. With \(s=u^2\), one direction carries the weight
\[
w=e^{-p(x-P)^2-q(y-Q)^2-s(x-y)^2}.
\]
Here \(x,y\) are the electrons' coordinates, and \(p,q\) and \(P,Q\) are the exponents and centres of their orbital-product Gaussians. Set \(N=pq+(p+q)s\) and \(m=P+qs(Q-P)/N\).

```lean
import Mathlib

open MeasureTheory MvPolynomial

namespace ObaraSaikaPair

noncomputable section

/-- The Gaussian weight of two electrons on a line, with exponents `p`, `q`, centres `P`, `Q`
and a Gaussian coupling of strength `s`. -/
def pairWeight (p q s P Q : ℝ) (z : ℝ × ℝ) : ℝ :=
  Real.exp (-p * (z.1 - P) ^ 2 - q * (z.2 - Q) ^ 2 - s * (z.1 - z.2) ^ 2)

/-- The determinant `N = pq + (p+q)s` of the quadratic form in the exponent. -/
def pairDet (p q s : ℝ) : ℝ := p * q + (p + q) * s

/-- The shifted centre `m = P + qs(Q-P)/N` of the first electron. -/
def pairCentre (p q s P Q : ℝ) : ℝ := P + q * s * (Q - P) / pairDet p q s
```

**Q:** How do you raise a power of \(x\) without \(y\) getting in the way?

**A:** Differentiate the weight: \(\partial_xw=-F_1w\) and \(\partial_yw=-F_2w\), with
\[
F_1=2p(x-P)+2s(x-y),\qquad F_2=2q(y-Q)-2s(x-y).
\]
In the following combination \(y\) cancels:
\[
\begin{aligned}
(q+s)F_1+sF_2&=2p(q+s)(x-P)+2qs(x-y)+2qs(y-Q)\\
&=2p(q+s)(x-P)+2qs(x-Q)=2N(x-m),
\end{aligned}
\]
because \(Nm=p(q+s)P+qsQ\). For a polynomial \(f\), the integrals of \(\partial_x(fw)\) and \(\partial_y(fw)\) over the plane vanish by Gaussian decay. Adding them with weights \(q+s\) and \(s\) gives
\[
\int(x-m)f\,w=\frac1{2N}\int\big[(q+s)f_x+s f_y\big]w .
\]

```lean
/-- The derivative of the exponent (with reversed sign) in the first coordinate. -/
def force₁ (p s P : ℝ) : MvPolynomial (Fin 2) ℝ :=
  C (2 * p) * (X 0 - C P) + C (2 * s) * (X 0 - X 1)

/-- The derivative of the exponent (with reversed sign) in the second coordinate. -/
def force₂ (q s Q : ℝ) : MvPolynomial (Fin 2) ℝ :=
  C (2 * q) * (X 1 - C Q) - C (2 * s) * (X 0 - X 1)
```

**Q:** Does the Lean statement say that, or something about formal symbols?

**A:** It says that, in `coupled_integration_by_parts`. A polynomial is an `MvPolynomial (Fin 2) ℝ`, with `X 0` for \(x\) and `X 1` for \(y\). `eval ![z.1, z.2] f` is its value at the point `z`, and `pderiv 0` and `pderiv 1` are the partial derivatives. The integrals are ordinary Lebesgue integrals over `ℝ × ℝ`. The hypotheses are \(p,q>0\), as for normalisable Gaussians, and \(s\ge0\), as for \(s=u^2\).

**Q:** What breaks if \(s\) may be negative?

**A:** Take \(p=q=1\), \(P=Q=0\), \(s=-\tfrac12\). Then \(w=e^{-(x+y)^2/2}\) is constant along each line \(x+y=\text{const}\), so its integral diverges, and \(N=0\).

With \(s\ge0\), the coupling only lowers the weight below a product of two Gaussians. `integrable_pow_gauss` handles one coordinate by expanding the power about the centre; `integrable_pair` applies the bound to each monomial and adds.

```lean
/-- Every power of the coordinate is integrable against a displaced Gaussian. -/
theorem integrable_pow_gauss {p : ℝ} (hp : 0 < p) (P : ℝ) (n : ℕ) :
    Integrable (fun x : ℝ => x ^ n * Real.exp (-p * (x - P) ^ 2)) := by
  have h : ∀ g : Polynomial ℝ,
      Integrable (fun u : ℝ => g.eval u * Real.exp (-p * u ^ 2)) := by
    intro g
    induction g using Polynomial.induction_on' with
    | add g k hg hk =>
      refine (hg.add hk).congr (Filter.Eventually.of_forall fun u => ?_)
      simp only [Pi.add_apply, Polynomial.eval_add]
      ring
    | monomial n a =>
      have hn : (-1 : ℝ) < (n : ℝ) := by
        have := Nat.cast_nonneg (α := ℝ) n
        linarith
      refine ((integrable_rpow_mul_exp_neg_mul_sq hp hn).const_mul a).congr
        (Filter.Eventually.of_forall fun u => ?_)
      simp only [Polynomial.eval_monomial, Real.rpow_natCast]
      ring
  -- expand the power about the centre of the Gaussian
  have h2 := (h ((Polynomial.X + Polynomial.C P) ^ n)).comp_sub_right P
  simpa using h2

/-- Every polynomial in the two coordinates is integrable against the coupled weight. -/
theorem integrable_pair {p q s : ℝ} (hp : 0 < p) (hq : 0 < q) (hs : 0 ≤ s) (P Q : ℝ)
    (f : MvPolynomial (Fin 2) ℝ) :
    Integrable (fun z : ℝ × ℝ => eval ![z.1, z.2] f * pairWeight p q s P Q z) := by
  induction f using MvPolynomial.induction_on' with
  | monomial u a =>
    have e : ∀ z : ℝ × ℝ, eval ![z.1, z.2] (monomial u a)
        = a * (z.1 ^ (u 0) * z.2 ^ (u 1)) := by
      intro z
      rw [eval_monomial, Finsupp.prod_fintype _ _ (fun i => pow_zero _),
        Fin.prod_univ_two]
      rfl
    have h : Integrable (fun z : ℝ × ℝ => a * ((z.1 ^ (u 0) * Real.exp (-p * (z.1 - P) ^ 2))
        * (z.2 ^ (u 1) * Real.exp (-q * (z.2 - Q) ^ 2)))) :=
      ((integrable_pow_gauss hp P (u 0)).mul_prod (integrable_pow_gauss hq Q (u 1))).const_mul a
    simp only [e]
    refine h.mono (Continuous.aestronglyMeasurable ?_) (Filter.Eventually.of_forall fun z => ?_)
    · unfold pairWeight
      fun_prop
    · -- the coupling only lowers the weight
      have hw : pairWeight p q s P Q z
          ≤ Real.exp (-p * (z.1 - P) ^ 2) * Real.exp (-q * (z.2 - Q) ^ 2) := by
        rw [← Real.exp_add]
        refine Real.exp_le_exp.2 ?_
        have := mul_nonneg hs (sq_nonneg (z.1 - z.2))
        linarith
      have h0 : 0 ≤ pairWeight p q s P Q z := (Real.exp_pos _).le
      calc ‖a * (z.1 ^ (u 0) * z.2 ^ (u 1)) * pairWeight p q s P Q z‖
          = ‖a * (z.1 ^ (u 0) * z.2 ^ (u 1))‖ * pairWeight p q s P Q z := by
            rw [norm_mul, Real.norm_of_nonneg h0]
        _ ≤ ‖a * (z.1 ^ (u 0) * z.2 ^ (u 1))‖
            * (Real.exp (-p * (z.1 - P) ^ 2) * Real.exp (-q * (z.2 - Q) ^ 2)) :=
            mul_le_mul_of_nonneg_left hw (norm_nonneg _)
        _ = ‖a * (z.1 ^ (u 0) * z.2 ^ (u 1))
            * (Real.exp (-p * (z.1 - P) ^ 2) * Real.exp (-q * (z.2 - Q) ^ 2))‖ := by
            rw [norm_mul _ (Real.exp _ * Real.exp _),
              Real.norm_of_nonneg (mul_pos (Real.exp_pos _) (Real.exp_pos _)).le]
        _ = _ := by
            congr 1
            ring
  | add f g hf hg =>
    refine (hf.add hg).congr (Filter.Eventually.of_forall fun z => ?_)
    simp only [Pi.add_apply, map_add]
    ring
```

**Q:** And the vanishing boundary terms?

**A:** First come the derivatives. `hasDerivAt_poly` proves the chain rule along a curve by induction on the polynomial, and `hasDerivAt_pair` includes the weight. Horizontal and vertical lines then give the two partial derivatives.

```lean
/-- The chain rule for a polynomial of the two coordinates along a curve in the plane. -/
theorem hasDerivAt_poly (f : MvPolynomial (Fin 2) ℝ) {c d : ℝ → ℝ} {u v t : ℝ}
    (hc : HasDerivAt c u t) (hd : HasDerivAt d v t) :
    HasDerivAt (fun r => eval ![c r, d r] f)
      (u * eval ![c t, d t] (pderiv 0 f) + v * eval ![c t, d t] (pderiv 1 f)) t := by
  induction f using MvPolynomial.induction_on with
  | C a => simpa using hasDerivAt_const t a
  | add f g hf hg =>
    simp only [map_add]
    exact (hf.fun_add hg).congr_deriv (by ring)
  | mul_X f i hf =>
    have hi : i = 0 ∨ i = 1 := by fin_cases i <;> simp
    rcases hi with rfl | rfl
    · simp only [map_mul, eval_X, Matrix.cons_val_zero]
      refine (hf.fun_mul hc).congr_deriv ?_
      simp [pderiv_X]
      ring
    · simp only [map_mul, eval_X, Matrix.cons_val_one, Matrix.cons_val_zero]
      refine (hf.fun_mul hd).congr_deriv ?_
      simp [pderiv_X]
      ring

/-- The chain rule for a polynomial times the coupled weight along a curve in the plane. -/
theorem hasDerivAt_pair (p q s P Q : ℝ) (f : MvPolynomial (Fin 2) ℝ) {c d : ℝ → ℝ} {u v t : ℝ}
    (hc : HasDerivAt c u t) (hd : HasDerivAt d v t) :
    HasDerivAt (fun r => eval ![c r, d r] f * pairWeight p q s P Q (c r, d r))
      ((u * eval ![c t, d t] (pderiv 0 f - f * force₁ p s P)
        + v * eval ![c t, d t] (pderiv 1 f - f * force₂ q s Q))
        * pairWeight p q s P Q (c t, d t)) t := by
  have hw := (((((hc.sub_const P).fun_pow 2).const_mul (-p)).fun_sub
    (((hd.sub_const Q).fun_pow 2).const_mul q)).fun_sub
    (((hc.fun_sub hd).fun_pow 2).const_mul s)).exp
  refine ((hasDerivAt_poly f hc hd).fun_mul hw).congr_deriv ?_
  simp only [pairWeight, force₁, force₂, map_sub, map_add, map_mul, eval_C, eval_X,
    Matrix.cons_val_zero, Matrix.cons_val_one, Nat.cast_ofNat,
    show (2 : ℕ) - 1 = 1 from rfl, pow_one]
  ring
```

Fubini's theorem reduces each plane integral to lines. On almost every line both \(fw\) and its derivative are integrable, so the derivative integrates to zero.

```lean
/-- The integral over the plane of the derivative of `f w` in the first coordinate vanishes. -/
theorem integral_deriv₁ {p q s : ℝ} (hp : 0 < p) (hq : 0 < q) (hs : 0 ≤ s) (P Q : ℝ)
    (f : MvPolynomial (Fin 2) ℝ) :
    ∫ z : ℝ × ℝ, eval ![z.1, z.2] (pderiv 0 f - f * force₁ p s P)
      * pairWeight p q s P Q z = 0 := by
  have i1 : Integrable (fun z : ℝ × ℝ => eval ![z.1, z.2] (pderiv 0 f - f * force₁ p s P)
      * pairWeight p q s P Q z) ((volume : Measure ℝ).prod volume) :=
    integrable_pair hp hq hs P Q _
  have i0 : Integrable (fun z : ℝ × ℝ => eval ![z.1, z.2] f * pairWeight p q s P Q z)
      ((volume : Measure ℝ).prod volume) := integrable_pair hp hq hs P Q f
  refine (integral_prod_symm (μ := volume) (ν := volume) _ i1).trans (integral_eq_zero_of_ae ?_)
  filter_upwards [i1.prod_left_ae, i0.prod_left_ae] with y h1 h0
  exact integral_eq_zero_of_hasDerivAt_of_integrable (fun x =>
    (hasDerivAt_pair p q s P Q f (hasDerivAt_id' x) (hasDerivAt_const x y)).congr_deriv
      (by ring)) h1 h0

/-- The integral over the plane of the derivative of `f w` in the second coordinate vanishes. -/
theorem integral_deriv₂ {p q s : ℝ} (hp : 0 < p) (hq : 0 < q) (hs : 0 ≤ s) (P Q : ℝ)
    (f : MvPolynomial (Fin 2) ℝ) :
    ∫ z : ℝ × ℝ, eval ![z.1, z.2] (pderiv 1 f - f * force₂ q s Q)
      * pairWeight p q s P Q z = 0 := by
  have i1 : Integrable (fun z : ℝ × ℝ => eval ![z.1, z.2] (pderiv 1 f - f * force₂ q s Q)
      * pairWeight p q s P Q z) ((volume : Measure ℝ).prod volume) :=
    integrable_pair hp hq hs P Q _
  have i0 : Integrable (fun z : ℝ × ℝ => eval ![z.1, z.2] f * pairWeight p q s P Q z)
      ((volume : Measure ℝ).prod volume) := integrable_pair hp hq hs P Q f
  refine (integral_prod (μ := volume) (ν := volume) _ i1).trans (integral_eq_zero_of_ae ?_)
  filter_upwards [i1.prod_right_ae, i0.prod_right_ae] with x h1 h0
  exact integral_eq_zero_of_hasDerivAt_of_integrable (fun y =>
    (hasDerivAt_pair p q s P Q f (hasDerivAt_const y x) (hasDerivAt_id' y)).congr_deriv
      (by ring)) h1 h0
```

In the main proof, `same` is the pointwise cancellation of \(y\), and `hm` supplies the formula for \(Nm\). Linearity of the integral does the rest.

```lean
/-- For every polynomial `f`, the integral of `(x-m) f w` equals that of
`((q+s) ∂f/∂x + s ∂f/∂y) w` divided by `2N`. -/
theorem coupled_integration_by_parts {p q s : ℝ} (hp : 0 < p) (hq : 0 < q) (hs : 0 ≤ s)
    (P Q : ℝ) (f : MvPolynomial (Fin 2) ℝ) :
    ∫ z : ℝ × ℝ, (z.1 - pairCentre p q s P Q) * eval ![z.1, z.2] f * pairWeight p q s P Q z
      = 1 / (2 * pairDet p q s) * ∫ z : ℝ × ℝ, ((q + s) * eval ![z.1, z.2] (pderiv 0 f)
          + s * eval ![z.1, z.2] (pderiv 1 f)) * pairWeight p q s P Q z := by
  have hN : 0 < pairDet p q s := by unfold pairDet; positivity
  have hm : pairDet p q s * pairCentre p q s P Q
      = pairDet p q s * P + q * s * (Q - P) := by
    unfold pairCentre
    rw [mul_add, mul_div_cancel₀ _ hN.ne']
  have hM : Integrable (fun z : ℝ × ℝ => (z.1 - pairCentre p q s P Q) * eval ![z.1, z.2] f
      * pairWeight p q s P Q z) := by
    refine (integrable_pair hp hq hs P Q ((X 0 - C (pairCentre p q s P Q)) * f)).congr
      (Filter.Eventually.of_forall fun z => ?_)
    simp only [map_mul, map_sub, eval_X, eval_C, Matrix.cons_val_zero]
  have hT : Integrable (fun z : ℝ × ℝ => ((q + s) * eval ![z.1, z.2] (pderiv 0 f)
      + s * eval ![z.1, z.2] (pderiv 1 f)) * pairWeight p q s P Q z) := by
    refine (integrable_pair hp hq hs P Q (C (q + s) * pderiv 0 f + C s * pderiv 1 f)).congr
      (Filter.Eventually.of_forall fun z => ?_)
    simp only [map_mul, map_add, eval_C]
  have h1 := integrable_pair hp hq hs P Q (pderiv 0 f - f * force₁ p s P)
  have h2 := integrable_pair hp hq hs P Q (pderiv 1 f - f * force₂ q s Q)
  -- this combination of the two derivatives removes y from the force
  have key := integral_add (h1.const_mul (q + s)) (h2.const_mul s)
  rw [integral_const_mul, integral_const_mul, integral_deriv₁ hp hq hs,
    integral_deriv₂ hp hq hs] at key
  have key2 := integral_sub hT (hM.const_mul (2 * pairDet p q s))
  rw [integral_const_mul] at key2
  have same : ∀ z : ℝ × ℝ,
      ((q + s) * eval ![z.1, z.2] (pderiv 0 f) + s * eval ![z.1, z.2] (pderiv 1 f))
        * pairWeight p q s P Q z - 2 * pairDet p q s * ((z.1 - pairCentre p q s P Q)
        * eval ![z.1, z.2] f * pairWeight p q s P Q z)
      = (q + s) * (eval ![z.1, z.2] (pderiv 0 f - f * force₁ p s P) * pairWeight p q s P Q z)
        + s * (eval ![z.1, z.2] (pderiv 1 f - f * force₂ q s Q)
        * pairWeight p q s P Q z) := by
    intro z
    simp only [force₁, force₂, map_sub, map_add, map_mul, eval_C, eval_X,
      Matrix.cons_val_zero, Matrix.cons_val_one]
    unfold pairDet at hm ⊢
    linear_combination (2 * eval ![z.1, z.2] f * pairWeight p q s P Q z) * hm
  rw [integral_congr_ae (Filter.Eventually.of_forall same), key] at key2
  rw [one_div, eq_inv_mul_iff_mul_eq₀ (by positivity)]
  linarith
```

**Q:** How does this become a recurrence?

**A:** Let \(A\) and \(B\) be the coordinates of the orbital centres about which the powers are taken, one for each electron. Write \(I_{a,b}=\int(x-A)^a(y-B)^b\,w\), take \(f=(x-A)^a(y-B)^b\) and split \(x-A=(x-m)+(m-A)\):
\[
I_{a+1,b}=(m-A)I_{a,b}+\frac{(q+s)a\,I_{a-1,b}+s\,b\,I_{a,b-1}}{2N}.
\]
For \(a=0\) or \(b=0\) the corresponding lowered term has coefficient zero. The Lean proof matches both sides to the integration by parts.

```lean
/-- The integral of `(x-A)^a (y-B)^b` against the coupled weight. -/
def cartesianIntegral (p q s P Q A B : ℝ) (a b : ℕ) : ℝ :=
  ∫ z : ℝ × ℝ, (z.1 - A) ^ a * (z.2 - B) ^ b * pairWeight p q s P Q z

/-- The Obara-Saika vertical recurrence at fixed coupling `s`: with one power per electron, the
integral with the power of `x-A` raised by one is `m-A` times the original integral, plus multiples
of the integrals with either power lowered by one. -/
theorem vertical_recurrence {p q s : ℝ} (hp : 0 < p) (hq : 0 < q) (hs : 0 ≤ s)
    (P Q A B : ℝ) (a b : ℕ) :
    cartesianIntegral p q s P Q A B (a + 1) b
      = (pairCentre p q s P Q - A) * cartesianIntegral p q s P Q A B a b
        + 1 / (2 * pairDet p q s) * ((q + s) * (a * cartesianIntegral p q s P Q A B (a - 1) b)
          + s * (b * cartesianIntegral p q s P Q A B a (b - 1))) := by
  have hI : ∀ i j : ℕ, Integrable (fun z : ℝ × ℝ =>
      (z.1 - A) ^ i * (z.2 - B) ^ j * pairWeight p q s P Q z) := fun i j => by
    refine (integrable_pair hp hq hs P Q ((X 0 - C A) ^ i * (X 1 - C B) ^ j)).congr
      (Filter.Eventually.of_forall fun z => ?_)
    simp only [map_mul, map_pow, map_sub, eval_X, eval_C, Matrix.cons_val_zero,
      Matrix.cons_val_one]
  have h := coupled_integration_by_parts hp hq hs P Q ((X 0 - C A) ^ a * (X 1 - C B) ^ b)
  have hL := integral_sub (hI (a + 1) b) ((hI a b).const_mul (pairCentre p q s P Q - A))
  have hR := integral_add (((hI (a - 1) b).const_mul (a : ℝ)).const_mul (q + s))
    (((hI a (b - 1)).const_mul (b : ℝ)).const_mul s)
  simp only [integral_const_mul] at hL hR
  unfold cartesianIntegral
  rw [← hR, ← sub_eq_iff_eq_add', ← hL]
  -- both sides are now the two sides of the integration by parts
  convert h using 1
  · refine integral_congr_ae (Filter.Eventually.of_forall fun z => ?_)
    simp only [map_mul, map_pow, map_sub, eval_X, eval_C, Matrix.cons_val_zero,
      Matrix.cons_val_one]
    ring
  · congr 1
    refine integral_congr_ae (Filter.Eventually.of_forall fun z => ?_)
    have n01 : (0 : Fin 2) ≠ 1 := by decide
    simp only [pderiv_mul, pderiv_pow, map_sub, pderiv_C, pderiv_X_self, pderiv_X_of_ne n01,
      pderiv_X_of_ne n01.symm, map_add, map_mul, map_pow, map_natCast, map_one, map_zero,
      eval_X, eval_C, Matrix.cons_val_zero, Matrix.cons_val_one]
    ring
```

**Q:** The repulsion integral runs over all \(s\), though.

**A:** Yes. Substitute \(t^2=s/(\rho+s)\) with \(\rho=pq/(p+q)\), which gives
\[
m=P+\frac{q\,t^2}{p+q}(Q-P),\qquad \frac{s}{2N}=\frac{t^2}{2(p+q)} .
\]
Programs based on Rys quadrature work at selected fixed values of \(t\) and add up the three-dimensional products with weights. Obara–Saika codes instead express the integral over \(t\) through Boys functions: each extra \(t^2\) raises the order of the Boys function by one, hence the auxiliary index in their recurrences. The theorems stop before that: they supply the step for electron-repulsion integrals in one direction at fixed coupling, without the three-dimensional product or the integral over \(u\). The recurrence proved here also gives each electron a power about one centre only; the general Obara–Saika relation allows powers about two centres per electron, with a lowered term for each.

**Q:** Your last theorem mentions correlation. Electron correlation?

**A:** No, only the covariance of \(x\) and \(y\) under \(w\). Taking \(f=1\) shows that the mean of \(x\) is \(m\); taking \(f=y\) and dividing by \(\int w\) gives covariance \(s/(2N)\), which is zero at \(s=0\).

```lean
/-- The integral of `(x-m) y w` equals `s/(2N)` times the integral of `w`. -/
theorem coupling_correlation {p q s : ℝ} (hp : 0 < p) (hq : 0 < q) (hs : 0 ≤ s) (P Q : ℝ) :
    ∫ z : ℝ × ℝ, (z.1 - pairCentre p q s P Q) * z.2 * pairWeight p q s P Q z
      = s / (2 * pairDet p q s) * ∫ z : ℝ × ℝ, pairWeight p q s P Q z := by
  have h := coupled_integration_by_parts hp hq hs P Q (X 1)
  have n10 : (1 : Fin 2) ≠ 0 := by decide
  simp only [pderiv_X_self, pderiv_X_of_ne n10, map_zero, map_one, eval_X,
    Matrix.cons_val_one, Matrix.cons_val_zero, mul_zero, zero_add, mul_one,
    integral_const_mul] at h
  rw [h]
  ring

end

end ObaraSaikaPair
```

```lean
#print axioms ObaraSaikaPair.vertical_recurrence
#print axioms ObaraSaikaPair.coupling_correlation
```

```
'ObaraSaikaPair.vertical_recurrence' depends on axioms: [propext, Classical.choice, Quot.sound]
'ObaraSaikaPair.coupling_correlation' depends on axioms: [propext, Classical.choice, Quot.sound]
```
